# The worst-case error of an unbiased linear surface-intercept estimate is the noise bound times the sum of the absolute weights

In the model, a slab of thickness `N i` has energy `s + e * N i`, with bulk energy `e` per layer and surface intercept `s`, and the intercept is estimated as a weighted sum of the energies of `n + 2` slabs. The weights are assumed to return `s` exactly from noiseless energies, whatever `e` and `s` are. The theorem `worst_case_error` says that if each energy carries an error of absolute value at most `ε`, with `ε ≥ 0`, then the largest possible absolute error of the estimate is `ε` times the sum of the `|w i|`, and that this value is attained. The proof first reduces the error to the weighted sum of the noise, then attains the value with noise whose signs follow the weights, and gets the upper bound from the triangle inequality.

The first attempt, which Lean rejects:

```lean
import Mathlib

open Finset

namespace SlabFitWorstCase

noncomputable section

variable {n : ℕ}

/-- Energy of a slab of thickness `x`, with bulk energy `e` per layer and surface
intercept `s`. -/
def slabEnergy (e s x : ℝ) : ℝ := s + e * x

/-- The linear estimate of the intercept from slab energies `E` with weights `w`. -/
def interceptEstimate (w E : Fin (n + 2) → ℝ) : ℝ := ∑ i, w i * E i

/-- The weights recover the intercept exactly from noiseless slab energies. -/
def Unbiased (N w : Fin (n + 2) → ℝ) : Prop :=
  ∀ e s : ℝ, interceptEstimate w (fun i => slabEnergy e s (N i)) = s

/-- The noise amplification: the sum of the absolute weights. -/
def amplification (w : Fin (n + 2) → ℝ) : ℝ := ∑ i, |w i|

/-- If each slab energy has an error of at most `ε`, the largest possible error of an
unbiased intercept estimate is `ε` times the noise amplification. -/
theorem worst_case_error {N w : Fin (n + 2) → ℝ} (hw : Unbiased N w)
    {ε : ℝ} (hε : 0 ≤ ε) (e s : ℝ) :
    IsGreatest {r | ∃ δ : Fin (n + 2) → ℝ, (∀ i, |δ i| ≤ ε) ∧
      r = |interceptEstimate w (fun i => slabEnergy e s (N i) + δ i) - s|}
      (ε * amplification w) := by
  -- only the noise survives in the error of the estimate
  have key : ∀ δ : Fin (n + 2) → ℝ,
      interceptEstimate w (fun i => slabEnergy e s (N i) + δ i) - s = ∑ i, w i * δ i := by
    intro δ
    have h := hw e s
    unfold interceptEstimate at h ⊢
    simp only [mul_add, sum_add_distrib]
    linarith
  constructor
  · -- noise whose signs follow the weights adds up coherently
    refine ⟨fun i => if 0 ≤ w i then ε else -ε, fun i => ?_, ?_⟩
    · dsimp only
      split_ifs
      · rw [abs_of_nonneg hε]
      · rw [abs_neg, abs_of_nonneg hε]
    · rw [key]
      have h : ∑ i, w i * (if 0 ≤ w i then ε else -ε) = ε * amplification w := by
        unfold amplification
        rw [mul_sum]
        refine sum_congr rfl (fun i _ => ?_)
        split_ifs with hi
        · rw [abs_of_nonneg hi]; ring
        · rw [abs_of_neg (not_le.mp hi)]; ring
      rw [h, abs_of_nonneg (mul_nonneg hε (sum_nonneg fun i _ => abs_nonneg (w i)))]
  · rintro r ⟨δ, hδ, rfl⟩
    rw [key]
    unfold amplification
    rw [mul_sum]
    refine (abs_sum_le_sum_abs _ _).trans (sum_le_sum fun i _ => ?_)
    rw [abs_mul, mul_comm]
    exact mul_le_mul_of_nonneg_right (hδ i) (abs_nonneg _)

end

end SlabFitWorstCase
```

The error:

```
Main.lean:55:13: error: Tactic `rewrite` failed: Did not find an occurrence of the pattern
  |ε * ∑ i ∈ ?m.265, |w i||
in the target expression
  ε * amplification w = |ε * amplification w|

case left.refine_2
n : ℕ
N w : Fin (n + 2) → ℝ
hw : Unbiased N w
ε : ℝ
hε : 0 ≤ ε
e s : ℝ
key : ∀ (δ : Fin (n + 2) → ℝ), (interceptEstimate w fun i => slabEnergy e s (N i) + δ i) - s = ∑ i, w i * δ i
h : (∑ i, w i * if 0 ≤ w i then ε else -ε) = ε * amplification w
⊢ ε * amplification w = |ε * amplification w|
```

Diagnosis. The one error comes from the last `rw` of the attainment part. After `rw [h]` the goal is `ε * amplification w = |ε * amplification w|`, and `abs_of_nonneg` should remove the outer absolute value. What it looks for is fixed by the proof it is given. Here that proof is built from `sum_nonneg` with no mention of `amplification`, so the pattern is `|ε * ∑ i ∈ ?m.265, |w i||`, an explicit sum over a still undetermined index set. The goal has the folded name `amplification w` in that place. The two agree by definition, but `rw` does not unfold an ordinary definition such as `amplification` to find a match. The earlier `unfold amplification` acted only inside the proof of `h`.

The repair first proves `hA : 0 ≤ amplification w`. The same `sum_nonneg` term is accepted there, because Lean does unfold the definition when checking a term against a stated type. With `hA`, the pattern becomes `|ε * amplification w|`, which occurs in the goal, and after the rewrite both sides are identical, so `rw` closes the goal.

As a diff, the version that Lean accepts:

```diff
@@ -53,5 +53,6 @@
         · rw [abs_of_nonneg hi]; ring
         · rw [abs_of_neg (not_le.mp hi)]; ring
-      rw [h, abs_of_nonneg (mul_nonneg hε (sum_nonneg fun i _ => abs_nonneg (w i)))]
+      have hA : 0 ≤ amplification w := sum_nonneg fun i _ => abs_nonneg (w i)
+      rw [h, abs_of_nonneg (mul_nonneg hε hA)]
   · rintro r ⟨δ, hδ, rfl⟩
     rw [key]
```
